# N real orthonormal orbitals in n basis functions admit N(n−N) independent first-order density changes

A direct-minimization step for a single determinant can be set up by collecting the $N$ occupied orbitals in a real $n\times N$ matrix $C$ and an orthonormal set of virtual orbitals in $C_v$, then varying $C$ by $X=C_vK$. The optimizer handles the $(n-N)\times N$ matrix $K$, and the orbitals are re-orthonormalized after the step. If the energy depends only on the density matrix $D=CC^T$, with symmetric derivative $F$, its gradient in $K$ at $K=0$ is $2\,C_v^TFC$. For $n=10$ and $N=3$ this means 21 parameters instead of 30 coefficients. The count below shows that, to first order and for real orbitals in an orthonormal basis, these parameters miss no density change that orthonormality allows and contain no redundancy.

## Orbital variations and the density

The numbers $n$ and $N$ are arbitrary natural numbers, zero included.

```lean
import Mathlib

open Matrix

namespace DensityParameterCount

noncomputable section

variable {n N : ℕ}
```

Multiplication by a fixed matrix, $X\mapsto MX$, is linear. It will serve with $M=C^T$ and $M=C$.

```lean
/-- Multiplication from the left by a fixed matrix `M`, as a linear map on matrices with
`c` columns. -/
def leftMul {a b : ℕ} (c : ℕ) (M : Matrix (Fin a) (Fin b) ℝ) :
    Matrix (Fin b) (Fin c) ℝ →ₗ[ℝ] Matrix (Fin a) (Fin c) ℝ where
  toFun X := M * X
  map_add' X Y := Matrix.mul_add M X Y
  map_smul' r X := Matrix.mul_smul M r X
```

Replacing $C$ by $C+\varepsilon X$ changes $D$ at order $\varepsilon$ by
$$\delta D = XC^T+CX^T .$$

```lean
/-- The first-order change `X Cᵀ + C Xᵀ` of the density matrix `C Cᵀ` when the orbitals `C`
are varied by `X`. -/
def densityVariation (C : Matrix (Fin n) (Fin N) ℝ) :
    Matrix (Fin n) (Fin N) ℝ →ₗ[ℝ] Matrix (Fin n) (Fin n) ℝ where
  toFun X := X * Cᵀ + C * Xᵀ
  map_add' X Y := by
    rw [Matrix.add_mul, transpose_add, Matrix.mul_add]
    abel
  map_smul' r X := by
    simp [Matrix.smul_mul, transpose_smul, Matrix.mul_smul, smul_add]
```

Orthonormality, $C^TC=1$, differentiates to $X^TC+C^TX=0$, so $C^TX$ is antisymmetric. Antisymmetric matrices, $A^T=-A$, form a linear space.

```lean
/-- The space of real antisymmetric `N × N` matrices. -/
def antisymmetric (N : ℕ) : Submodule ℝ (Matrix (Fin N) (Fin N) ℝ) where
  carrier := {A | Aᵀ = -A}
  add_mem' {A B} hA hB := by
    change (A + B)ᵀ = -(A + B)
    rw [transpose_add, show Aᵀ = -A from hA, show Bᵀ = -B from hB, neg_add]
  zero_mem' := by simp
  smul_mem' r A hA := by
    change (r • A)ᵀ = -(r • A)
    rw [transpose_smul, show Aᵀ = -A from hA, smul_neg]
```

The allowed variations are therefore the $X$ with $C^TX$ in that space. The file takes this condition as the definition of `tangentSpace`; it does not construct an orthonormal curve for each such $X$.

```lean
/-- The orbital variations `X` for which `Cᵀ X` is antisymmetric. -/
def tangentSpace (C : Matrix (Fin n) (Fin N) ℝ) : Submodule ℝ (Matrix (Fin n) (Fin N) ℝ) :=
  (antisymmetric N).comap (leftMul N Cᵀ)
```

The occupied-virtual variations satisfy the stronger condition $C^TX=0$.

```lean
/-- The orbital variations `X` with `Cᵀ X = 0`, whose columns are orthogonal to all columns
of `C`. -/
def horizontalSpace (C : Matrix (Fin n) (Fin N) ℝ) : Submodule ℝ (Matrix (Fin n) (Fin N) ℝ) :=
  LinearMap.ker (leftMul N Cᵀ)
```

The formula for $\delta D$ is a true derivative. With $D_{ij}=\sum_a C_{ia}C_{ja}$ and $\dot C=X$, the product rule gives
$$\dot D_{ij}=\sum_a (X_{ia}C_{ja}+C_{ia}X_{ja}).$$
Lean applies the product rule to each term and sums.

```lean
/-- Along a curve of orbitals `C(s)` with velocity `X` at time `t`, each entry of the density
matrix `C Cᵀ` changes at the rate given by `densityVariation`. -/
theorem hasDerivAt_density (C : ℝ → Matrix (Fin n) (Fin N) ℝ) (X : Matrix (Fin n) (Fin N) ℝ)
    (t : ℝ) (h : ∀ i a, HasDerivAt (fun s => C s i a) (X i a) t) (i j : Fin n) :
    HasDerivAt (fun s => (C s * (C s)ᵀ) i j) (densityVariation (C t) X i j) t := by
  have key := HasDerivAt.fun_sum (u := Finset.univ)
    (fun a _ => (h i a).fun_mul (h j a))
  change HasDerivAt _ ((X * (C t)ᵀ + C t * Xᵀ) i j) t
  simpa only [Matrix.add_apply, Matrix.mul_apply, Matrix.transpose_apply,
    Finset.sum_add_distrib] using key
```

## Rotations among the occupied orbitals

From here on `hC` states $C^TC=1$. Suppose $XC^T+CX^T=0$. Multiplying by $C$ from the right gives $X+CX^TC=0$ (`h1`), and then by $C^T$ from the left gives $C^TX+X^TC=0$ (`h2`). Put $A=-X^TC$. The first equation says $X=CA$, the second that $A^T=-C^TX=X^TC=-A$. Conversely, $X=CA$ gives $\delta D=C(A+A^T)C^T=0$.

```lean
/-- For orthonormal orbitals `C`, a variation leaves the density matrix fixed to first order
exactly when it is an infinitesimal rotation `C A` of the orbitals among themselves, with `A`
antisymmetric. -/
theorem density_fixed_iff {C : Matrix (Fin n) (Fin N) ℝ} (hC : Cᵀ * C = 1)
    (X : Matrix (Fin n) (Fin N) ℝ) :
    densityVariation C X = 0 ↔ ∃ A ∈ antisymmetric N, X = C * A := by
  constructor
  · intro h
    have h0 : X * Cᵀ + C * Xᵀ = 0 := h
    -- contract with C from the right, then with Cᵀ from the left
    have h1 : X + C * (Xᵀ * C) = 0 := by
      have := congrArg (· * C) h0
      simpa only [Matrix.add_mul, Matrix.mul_assoc, hC, Matrix.mul_one,
        Matrix.zero_mul] using this
    have h2 : Cᵀ * X + Xᵀ * C = 0 := by
      have := congrArg (Cᵀ * ·) h1
      simpa only [Matrix.mul_add, ← Matrix.mul_assoc, hC, Matrix.one_mul,
        Matrix.mul_zero] using this
    refine ⟨-(Xᵀ * C), ?_, ?_⟩
    · change (-(Xᵀ * C))ᵀ = - -(Xᵀ * C)
      rw [transpose_neg, transpose_mul, transpose_transpose, neg_neg]
      exact neg_eq_of_add_eq_zero_right h2
    · rw [Matrix.mul_neg]
      exact eq_neg_of_add_eq_zero_left h1
  · rintro ⟨A, hA, rfl⟩
    change C * A * Cᵀ + C * (C * A)ᵀ = 0
    rw [transpose_mul, show Aᵀ = -A from hA, Matrix.neg_mul, Matrix.mul_neg,
      Matrix.mul_assoc, add_neg_cancel]
```

Such an $X$ is automatically an allowed variation, since $C^TX=C^TCA=A$.

```lean
/-- For orthonormal orbitals `C`, every variation that leaves the density matrix fixed to first
order has `Cᵀ X` antisymmetric. -/
theorem density_fixed_le_tangent {C : Matrix (Fin n) (Fin N) ℝ} (hC : Cᵀ * C = 1) :
    LinearMap.ker (densityVariation C) ≤ tangentSpace C := by
  intro X hX
  obtain ⟨A, hA, rfl⟩ := (density_fixed_iff hC X).1 (LinearMap.mem_ker.1 hX)
  change Cᵀ * (C * A) ∈ antisymmetric N
  rwa [← Matrix.mul_assoc, hC, Matrix.one_mul]
```

An antisymmetric matrix has $A_{ii}=0$ and $A_{ij}=-A_{ji}$, so its entries below the diagonal are free and fix the rest. With rows numbered from 0, row $i$ has $i$ of them, and
$$\sum_{i=0}^{N-1} i=\frac{N(N-1)}2 .$$
The map `f` reads off these entries; `inj` shows that they determine $A$, and `surj` builds a matrix `B` from any choice of them.

```lean
/-- The real antisymmetric `N × N` matrices form a space of dimension `N(N-1)/2`. -/
theorem finrank_antisymmetric (N : ℕ) :
    Module.finrank ℝ (antisymmetric N) = N * (N - 1) / 2 := by
  -- read off the entries below the diagonal
  let f : antisymmetric N →ₗ[ℝ] (((i : Fin N) × Fin i.val) → ℝ) :=
    { toFun := fun A p => A.1 p.1 ⟨p.2.val, p.2.isLt.trans p.1.isLt⟩
      map_add' := fun _ _ => rfl
      map_smul' := fun _ _ => rfl }
  have inj : Function.Injective f := by
    rw [← LinearMap.ker_eq_bot, LinearMap.ker_eq_bot']
    intro A hA
    have hT : A.1ᵀ = -A.1 := A.2
    have anti : ∀ i j, A.1 j i = -A.1 i j := fun i j => congrFun (congrFun hT i) j
    have low : ∀ i j : Fin N, j < i → A.1 i j = 0 :=
      fun i j h => congrFun hA ⟨i, ⟨j.val, h⟩⟩
    apply Subtype.ext
    ext i j
    change A.1 i j = 0
    rcases lt_trichotomy i j with h | h | h
    · rw [anti j i, low j i h, neg_zero]
    · subst h
      linarith [anti i i]
    · exact low i j h
  have surj : Function.Surjective f := by
    intro g
    let B : Matrix (Fin N) (Fin N) ℝ := fun i j =>
      if h : j.val < i.val then g ⟨i, ⟨j.val, h⟩⟩
      else if h : i.val < j.val then -g ⟨j, ⟨i.val, h⟩⟩ else 0
    have hB : Bᵀ = -B := by
      ext i j
      change B j i = -B i j
      rcases lt_trichotomy i j with h | h | h
      · simp [B, h, lt_asymm h]
      · subst h
        simp [B]
      · simp [B, h, lt_asymm h]
    refine ⟨⟨B, hB⟩, ?_⟩
    funext ⟨i, j⟩
    change B i ⟨j.val, j.isLt.trans i.isLt⟩ = g ⟨i, j⟩
    exact dif_pos j.isLt
  rw [(LinearEquiv.ofBijective f ⟨inj, surj⟩).finrank_eq,
    Module.finrank_fintype_fun_eq_card, Fintype.card_sigma]
  simp only [Fintype.card_fin]
  rw [Fin.sum_univ_eq_sum_range (fun i => i) N, Finset.sum_range_id]
```

## Counting the density changes

For an allowed $X$, set $X_h=X-C(C^TX)$. Then $C^TX_h=C^TX-C^TX=0$. The removed part is $C$ times an antisymmetric matrix, so it does not change $D$, and $X_h$ produces the same $\delta D$ as $X$. The reverse inclusion holds because zero is antisymmetric.

```lean
/-- For orthonormal orbitals `C`, the variations with `Cᵀ X = 0` already produce every
first-order density change that the variations with `Cᵀ X` antisymmetric can produce. -/
theorem map_tangent_eq_map_horizontal {C : Matrix (Fin n) (Fin N) ℝ} (hC : Cᵀ * C = 1) :
    (tangentSpace C).map (densityVariation C) =
      (horizontalSpace C).map (densityVariation C) := by
  apply le_antisymm
  · rintro _ ⟨X, hX, rfl⟩
    -- remove the rotation among the occupied orbitals
    have hh : X - C * (Cᵀ * X) ∈ horizontalSpace C := by
      refine LinearMap.mem_ker.2 ?_
      change Cᵀ * (X - C * (Cᵀ * X)) = 0
      rw [Matrix.mul_sub, ← Matrix.mul_assoc Cᵀ C, hC, Matrix.one_mul, sub_self]
    refine ⟨X - C * (Cᵀ * X), hh, ?_⟩
    rw [map_sub, (density_fixed_iff hC (C * (Cᵀ * X))).2 ⟨Cᵀ * X, hX, rfl⟩, sub_zero]
  · apply Submodule.map_mono
    intro X hX
    have h : Cᵀ * X = 0 := hX
    change Cᵀ * X ∈ antisymmetric N
    rw [h]
    exact zero_mem _
```

The map $X\mapsto C^TX$ reaches every $N\times N$ matrix $Y$, since $C^T(CY)=Y$. Rank-nullity gives $nN=N^2+\dim\{X: C^TX=0\}$, hence the dimension $N(n-N)$.

```lean
/-- For orthonormal orbitals `C`, the variations with `Cᵀ X = 0` form a space of dimension
`N(n-N)`. -/
theorem finrank_horizontal {C : Matrix (Fin n) (Fin N) ℝ} (hC : Cᵀ * C = 1) :
    Module.finrank ℝ (horizontalSpace C) = N * (n - N) := by
  have surj : Function.Surjective (leftMul N Cᵀ) := by
    intro Y
    refine ⟨C * Y, ?_⟩
    change Cᵀ * (C * Y) = Y
    rw [← Matrix.mul_assoc, hC, Matrix.one_mul]
  have h := LinearMap.finrank_range_add_finrank_ker (leftMul N Cᵀ)
  rw [LinearMap.range_eq_top.2 surj, finrank_top] at h
  simp only [Module.finrank_matrix, Fintype.card_fin, Module.finrank_self, mul_one] at h
  change Module.finrank ℝ (LinearMap.ker (leftMul N Cᵀ)) = N * (n - N)
  rw [Nat.mul_sub, Nat.mul_comm N n]
  omega
```

The final theorem makes three statements.

- $N\le n$, because $C^TC=1$ has rank $N$, which is at most the number of rows of $C$. The subtraction $n-N$ of natural numbers is thus the ordinary one.
- The kernel of `densityVariation C` has dimension $N(N-1)/2$: it is the image of the antisymmetric matrices under $A\mapsto CA$, which is injective because $C^TCA=A$.
- The density changes from allowed variations have dimension $N(n-N)$. By the previous steps it suffices that $\delta D$ is injective on $C^TX=0$. If $\delta D=0$ there, then $X=CA$ and $0=C^TX=A$, so $X=0$.

```lean
/-- For `N` orthonormal orbitals in `n` basis functions, `N ≤ n`; the variations that leave the
density matrix fixed to first order have dimension `N(N-1)/2`, and the density changes produced
by variations with `Cᵀ X` antisymmetric have dimension `N(n-N)`. -/
theorem density_parameter_count {C : Matrix (Fin n) (Fin N) ℝ} (hC : Cᵀ * C = 1) :
    N ≤ n ∧
    Module.finrank ℝ (LinearMap.ker (densityVariation C)) = N * (N - 1) / 2 ∧
    Module.finrank ℝ ((tangentSpace C).map (densityVariation C)) = N * (n - N) := by
  refine ⟨?_, ?_, ?_⟩
  · have h := (Matrix.rank_mul_le_right Cᵀ C).trans (Matrix.rank_le_card_height C)
    rw [hC, Matrix.rank_one] at h
    simpa only [Fintype.card_fin] using h
  · -- the density-preserving variations are a faithful copy of the antisymmetric matrices
    have inj : Function.Injective (leftMul N C) := by
      intro A B hAB
      have h : C * A = C * B := hAB
      have h' := congrArg (Cᵀ * ·) h
      simpa only [← Matrix.mul_assoc, hC, Matrix.one_mul] using h'
    have hker : LinearMap.ker (densityVariation C) = (antisymmetric N).map (leftMul N C) := by
      ext X
      rw [LinearMap.mem_ker, density_fixed_iff hC]
      constructor
      · rintro ⟨A, hA, rfl⟩
        exact ⟨A, hA, rfl⟩
      · rintro ⟨A, hA, rfl⟩
        exact ⟨A, hA, rfl⟩
    rw [hker, ← (Submodule.equivMapOfInjective (leftMul N C) inj (antisymmetric N)).finrank_eq,
      finrank_antisymmetric]
  · -- no horizontal variation except zero leaves the density fixed
    have inj : Function.Injective ((densityVariation C).domRestrict (horizontalSpace C)) := by
      rw [← LinearMap.ker_eq_bot, LinearMap.ker_eq_bot']
      intro X hX
      have h0 : densityVariation C X.1 = 0 := hX
      have h1 : Cᵀ * X.1 = 0 := X.2
      obtain ⟨A, -, hA⟩ := (density_fixed_iff hC X.1).1 h0
      rw [hA, ← Matrix.mul_assoc, hC, Matrix.one_mul] at h1
      apply Subtype.ext
      change X.1 = 0
      rw [hA, h1, Matrix.mul_zero]
    rw [map_tangent_eq_map_horizontal hC, ← LinearMap.range_domRestrict,
      LinearMap.finrank_range_of_inj inj, finrank_horizontal hC]

end

end DensityParameterCount
```

```lean
#print axioms DensityParameterCount.hasDerivAt_density
-- 'DensityParameterCount.hasDerivAt_density' depends on axioms: [propext, Classical.choice, Quot.sound]
#print axioms DensityParameterCount.density_fixed_le_tangent
-- 'DensityParameterCount.density_fixed_le_tangent' depends on axioms: [propext, Classical.choice, Quot.sound]
#print axioms DensityParameterCount.density_parameter_count
-- 'DensityParameterCount.density_parameter_count' depends on axioms: [propext, Classical.choice, Quot.sound]
```

The third statement uses the image of `tangentSpace C`, and replacing it by the full range of `densityVariation C` would give a wrong count for $N\ge1$. With $n=N=1$ and $C=1$, an unrestricted $X$ changes the density by $2X$, although orthonormality permits only $X=0$. The unrestricted range includes changes of the orbitals' norms and overlaps.
